# A maximal exceptional point at zero energy has no matrix square root in dimension two or higher

Two coupled modes, one with gain and one with equal loss, are often described by a non-Hermitian two-level Hamiltonian. When the two modes have the same frequency, energies are measured from that frequency with $\hbar=1$, and the coupling equals the amplitude gain rate $\gamma>0$, it reads

$$
H=\gamma\begin{pmatrix} i & 1\\ 1 & -i\end{pmatrix},\qquad H^2=0,\qquad H\neq 0 .
$$

Both eigenvalues are zero and only one eigenvector is left: this is an exceptional point. I wanted to feed such a matrix to a square-root iteration of the kind found in electronic-structure codes, and I began to doubt that there is anything for the iteration to find.

My claim is that for $n$ levels merging into a single eigenvector at zero energy, with $n\ge 2$, no $n\times n$ matrix whatever squares to the Hamiltonian. I don't want to assume that the root is Hermitian, or a polynomial in $H$, or anything else convenient. Can this be made rigorous and checked by machine, say in Lean 4 with Mathlib? And does it matter that the merged energy is zero?

## A root of a nilpotent matrix is nilpotent

Yes, the claim is true, and it holds over any field. The energy does matter: over the complex numbers, a matrix at a maximal exceptional point, where all $n\ge 2$ levels merge into one eigenvector at energy $E$, has a square root exactly when $E\neq 0$.

Let $K$ be a field, $n\ge 2$, and let $N$ be an $n\times n$ matrix over $K$ with

$$
N^n=0,\qquad N^{n-1}\neq 0 .
$$

These two conditions say that $N$ is a single Jordan block of size $n$ with eigenvalue zero, written in some basis. Suppose that $Y^k=N$ for some $n\times n$ matrix $Y$ and some $k\ge 2$; the square root is the case $k=2$.

First, $Y^{kn}=N^n=0$, so $Y$ is nilpotent. All its eigenvalues, taken in an algebraic closure of $K$, are therefore zero, and its characteristic polynomial is $X^n$. The Cayley–Hamilton theorem says that a matrix satisfies its own characteristic polynomial, hence $Y^n=0$. The dimension limits how long a nilpotent matrix can survive under repeated multiplication.

Second, $N^{n-1}=Y^{k(n-1)}$. Because $k\ge 2$ and $n\ge 2$,

$$
k(n-1)\ge 2(n-1)=n+(n-2)\ge n .
$$

The exponent has reached $n$, so $N^{n-1}=0$, which contradicts the assumption. No such $Y$ exists.

In your two-level example the argument is very short. A root $Y$ would satisfy $Y^4=H^2=0$, hence $Y^2=0$ because $Y$ is a $2\times 2$ matrix, while $Y^2=H\neq 0$.

## A non-zero energy restores the root

Now shift the energy and look for a square root of $E\,\mathbb 1+N$. Suppose that $E=e^2$ with $e\neq 0$, and that $2\neq 0$ in $K$. The idea is to expand $\sqrt{E+X}$ in powers of $X$ and then insert $N$, whose high powers vanish.

The expansion can be built with polynomials alone. At order $m$ we want polynomials $p$ and $q$ with

$$
p^2=E+X+X^{m+1}q,\qquad p(0)=e .
$$

For $m=0$, take $p=e$ and $q=-1$. To go from $m$ to $m+1$, replace $p$ by $p-cX^{m+1}$ with a constant $c$ still to be chosen:

$$
\left(p-cX^{m+1}\right)^2
=E+X+X^{m+1}\left(q-2cp+c^2X^{m+1}\right).
$$

The bracket has constant term $q(0)-2ce$. Choosing $c=q(0)/(2e)$ makes it vanish, so the bracket equals $Xr$ for some polynomial $r$, and the error has moved up to $X^{m+2}r$. The new polynomial still has constant term $e$. Each correction divides by $2e$, which is where both non-vanishing conditions enter.

Inserting $N$ for $X$ at order $m=n$ removes the error term, since $N^{n+1}=0$, and $p(N)$ is a square root of $E\,\mathbb 1+N$. For three levels, where $N^3=0$, one such root is

$$
Y=e\,\mathbb 1+\frac{N}{2e}-\frac{N^2}{8e^3}.
$$

Over $\mathbb C$ every $E\neq 0$ has a square root $e\neq 0$, so the construction always works there. At $E=0$ the first part forbids a root. Together they give the equivalence.

## Counterexamples with a weaker or missing hypothesis

It is not enough that $N$ is nilpotent and non-zero. With three levels,

$$
\begin{pmatrix}0&1&0\\0&0&1\\0&0&0\end{pmatrix}^2
=\begin{pmatrix}0&0&1\\0&0&0\\0&0&0\end{pmatrix}.
$$

The matrix on the right is non-zero and squares to zero, yet it has a square root. It violates $N^{n-1}\neq 0$, because here $n-1=2$. It is defective, but its three levels retain two independent eigenvectors.

The condition $n\ge 2$ is needed as well. For $n=1$ the matrix $N=(0)$ satisfies $N^1=0$ and $N^0=\mathbb 1\neq 0$, and it is its own square.

## The Lean file

```lean
import Mathlib

open Polynomial

namespace ExceptionalPointSquareRoot

noncomputable section

variable {K : Type*} [Field K] {n : ℕ}

/-- The `n` by `n` matrix `H` has a maximal exceptional point at energy `E`: the shifted matrix
`H - E` has vanishing `n`-th power but non-vanishing `(n-1)`-th power. -/
def IsMaximalEP (H : Matrix (Fin n) (Fin n) K) (E : K) : Prop :=
  (H - E • (1 : Matrix (Fin n) (Fin n) K)) ^ n = 0 ∧
    (H - E • (1 : Matrix (Fin n) (Fin n) K)) ^ (n - 1) ≠ 0

/-- The `n`-th power of a nilpotent `n` by `n` matrix vanishes. -/
theorem pow_dim_eq_zero {Y : Matrix (Fin n) (Fin n) K} (h : IsNilpotent Y) : Y ^ n = 0 := by
  -- the characteristic polynomial is the pure power `X ^ n`
  have h1 := (Matrix.isNilpotent_charpoly_sub_pow_of_isNilpotent h).eq_zero
  rw [Fintype.card_fin] at h1
  have h2 : Y.charpoly = X ^ n := sub_eq_zero.mp h1
  -- Cayley-Hamilton
  have h3 := Matrix.aeval_self_charpoly Y
  rw [h2, map_pow, aeval_X] at h3
  exact h3

/-- If a nilpotent `n` by `n` matrix `N` has a `k`-th root, then `N ^ m` vanishes as soon as
`k * m` reaches the dimension `n`. -/
theorem pow_eq_zero_of_root {N Y : Matrix (Fin n) (Fin n) K} {k m : ℕ}
    (hN : IsNilpotent N) (hY : Y ^ k = N) (hm : n ≤ k * m) : N ^ m = 0 := by
  obtain ⟨r, hr⟩ := hN
  have hnil : IsNilpotent Y := ⟨k * r, by rw [pow_mul, hY, hr]⟩
  rw [← hY, ← pow_mul]
  exact pow_eq_zero_of_le hm (pow_dim_eq_zero hnil)

/-- For `n ≥ 2`, an `n` by `n` matrix with `N ^ n = 0` and `N ^ (n - 1) ≠ 0` has no `k`-th root
for any `k ≥ 2`. -/
theorem no_root {N : Matrix (Fin n) (Fin n) K} {k : ℕ} (hn : 2 ≤ n) (hk : 2 ≤ k)
    (h0 : N ^ n = 0) (h1 : N ^ (n - 1) ≠ 0) :
    ¬ ∃ Y : Matrix (Fin n) (Fin n) K, Y ^ k = N := by
  rintro ⟨Y, hY⟩
  have hle : n ≤ 2 * (n - 1) := by omega
  exact h1 (pow_eq_zero_of_root ⟨n, h0⟩ hY (hle.trans (Nat.mul_le_mul_right _ hk)))

/-- For `n ≥ 2`, an `n` by `n` matrix with `N ^ n = 0` and `N ^ (n - 1) ≠ 0` is not the square
of any `n` by `n` matrix. -/
theorem no_square_root {N : Matrix (Fin n) (Fin n) K} (hn : 2 ≤ n)
    (h0 : N ^ n = 0) (h1 : N ^ (n - 1) ≠ 0) :
    ¬ ∃ Y : Matrix (Fin n) (Fin n) K, Y ^ 2 = N :=
  no_root hn le_rfl h0 h1

/-- If `E = e ^ 2` with `e` and `2` non-zero, then to every order there is a polynomial with
constant term `e` whose square agrees with `E + X` up to that order. -/
theorem sqrt_series (h2 : (2 : K) ≠ 0) {e E : K} (he : e ≠ 0) (hE : e ^ 2 = E) (m : ℕ) :
    ∃ p q : K[X], p ^ 2 = C E + X + X ^ (m + 1) * q ∧ p.eval 0 = e := by
  induction m with
  | zero =>
    refine ⟨C e, -1, ?_, by simp⟩
    rw [← hE, C_pow]
    ring
  | succ m ih =>
    obtain ⟨p, q, hp, h0⟩ := ih
    -- the next coefficient of the series, obtained by dividing by `2 e`
    obtain ⟨c, hc⟩ : ∃ c : K, 2 * c * e = q.eval 0 :=
      ⟨q.eval 0 / (2 * e), by field_simp⟩
    have hd : X ∣ q - (C c * p + C c * p) + C c ^ 2 * X ^ (m + 1) := by
      rw [X_dvd_iff, coeff_zero_eq_eval_zero]
      simp only [eval_add, eval_sub, eval_mul, eval_pow, eval_C, eval_X, h0]
      rw [← hc, zero_pow (Nat.succ_ne_zero m)]
      ring
    obtain ⟨r, hr⟩ := hd
    refine ⟨p - C c * X ^ (m + 1), r, ?_, by simp [h0]⟩
    linear_combination hp + X ^ (m + 1) * hr

/-- If `N ^ n = 0` and `E = e ^ 2` with `e` and `2` non-zero, then the shifted matrix `E + N`
has a square root. -/
theorem exists_sqrt_shifted (h2 : (2 : K) ≠ 0) {e E : K} (he : e ≠ 0) (hE : e ^ 2 = E)
    {N : Matrix (Fin n) (Fin n) K} (hN : N ^ n = 0) :
    ∃ Y : Matrix (Fin n) (Fin n) K, Y ^ 2 = E • (1 : Matrix (Fin n) (Fin n) K) + N := by
  obtain ⟨p, q, hp, -⟩ := sqrt_series h2 he hE n
  have hz : N ^ (n + 1) = 0 := by rw [pow_succ, hN, zero_mul]
  -- inserting `N` truncates the series
  have h := congrArg (aeval N) hp
  simp only [map_pow, map_add, map_mul, aeval_C, aeval_X, hz, zero_mul, add_zero,
    Algebra.algebraMap_eq_smul_one] at h
  exact ⟨_, h⟩

/-- A complex matrix of dimension at least two with a maximal exceptional point at energy `E`
has a square root if and only if `E` is non-zero. -/
theorem sqrt_iff_energy_ne_zero {H : Matrix (Fin n) (Fin n) ℂ} {E : ℂ} (hn : 2 ≤ n)
    (h : IsMaximalEP H E) :
    (∃ Y : Matrix (Fin n) (Fin n) ℂ, Y ^ 2 = H) ↔ E ≠ 0 := by
  constructor
  · intro hY hE
    simp only [IsMaximalEP, hE, zero_smul, sub_zero] at h
    exact no_square_root hn h.1 h.2 hY
  · intro hE
    obtain ⟨e, he⟩ := IsAlgClosed.exists_pow_nat_eq E (n := 2) (by norm_num)
    have he0 : e ≠ 0 := fun h0 => hE (by simp [← he, h0])
    obtain ⟨Y, hY⟩ := exists_sqrt_shifted two_ne_zero he0 he h.1
    exact ⟨Y, hY.trans (by abel)⟩

/-- The three-level shift matrix. -/
def shift3 : Matrix (Fin 3) (Fin 3) ℂ := !![0, 1, 0; 0, 0, 1; 0, 0, 0]

/-- The three-level matrix whose only non-zero entry is a one in the upper right corner. -/
def corner3 : Matrix (Fin 3) (Fin 3) ℂ := !![0, 0, 1; 0, 0, 0; 0, 0, 0]

/-- The corner matrix is non-zero, squares to zero, and is itself the square of the shift
matrix. -/
theorem corner3_has_sqrt : shift3 ^ 2 = corner3 ∧ corner3 ≠ 0 ∧ corner3 ^ 2 = 0 := by
  refine ⟨?_, ?_, ?_⟩
  · rw [pow_two]
    ext i j
    fin_cases i <;> fin_cases j <;>
      simp [shift3, corner3, Matrix.mul_apply, Fin.sum_univ_succ]
  · intro h
    have h' := congrFun (congrFun h 0) 2
    simp [corner3] at h'
  · rw [pow_two]
    ext i j
    fin_cases i <;> fin_cases j <;>
      simp [corner3, Matrix.mul_apply, Fin.sum_univ_succ]

/-- The three-level Jordan block `E + shift3` has a maximal exceptional point at energy `E`. -/
theorem isMaximalEP_witness (E : ℂ) :
    IsMaximalEP (E • (1 : Matrix (Fin 3) (Fin 3) ℂ) + shift3) E := by
  have hs : E • (1 : Matrix (Fin 3) (Fin 3) ℂ) + shift3
      - E • (1 : Matrix (Fin 3) (Fin 3) ℂ) = shift3 := by abel
  unfold IsMaximalEP
  rw [hs]
  constructor
  · rw [pow_succ, corner3_has_sqrt.1]
    ext i j
    fin_cases i <;> fin_cases j <;>
      simp [shift3, corner3, Matrix.mul_apply, Fin.sum_univ_succ]
  · change shift3 ^ 2 ≠ 0
    rw [corner3_has_sqrt.1]
    exact corner3_has_sqrt.2.1

end

end ExceptionalPointSquareRoot
```

```lean
#print axioms ExceptionalPointSquareRoot.sqrt_iff_energy_ne_zero
-- 'ExceptionalPointSquareRoot.sqrt_iff_energy_ne_zero' depends on axioms: [propext, Classical.choice, Quot.sound]
```

## How exceptional points and roots are expressed

A Hamiltonian is a `Matrix (Fin n) (Fin n) K`, a square array whose rows and columns are labelled by $n$ basis states, numbered from zero. The field `K` is arbitrary in the general theorems and becomes `ℂ` in the equivalence and the examples. No Hermiticity is imposed.

The definition `IsMaximalEP H E` subtracts the energy, written `E • 1`, and requires that the shifted matrix have vanishing $n$-th power and non-vanishing $(n-1)$-th power. This is the algebraic form of "all $n$ levels share one energy and one eigenvector". It describes a single matrix: the file contains no tuning parameter, no approach to the exceptional point and no time evolution.

The main results read as follows.

- `no_square_root` says that if $n\ge 2$, $N^n=0$ and $N^{n-1}\neq 0$, then there is no $n\times n$ matrix $Y$ over the same field with $Y^2=N$. The existential quantifier ranges over all matrices, so no special form of the root is presupposed.
- `no_root` says the same for $Y^k=N$ with any $k\ge 2$.
- `exists_sqrt_shifted` gives a root of $E\,\mathbb 1+N$ whenever $N^n=0$, $E=e^2$, $e\neq 0$ and $2\neq 0$. It does not need $N^{n-1}\neq 0$.
- `sqrt_iff_energy_ne_zero` combines the two directions for a complex $H$ with $n\ge 2$ and a maximal exceptional point at $E$: a square root exists if and only if $E\neq 0$.

Restricting the root to the same field loses nothing for the negative result. A real $N$ can also be regarded as a complex matrix, and the theorem then applies over $\mathbb C$.

The theorem `isMaximalEP_witness` shows that the definition is met for three levels at every complex energy, by $E\,\mathbb 1$ plus the shift matrix `shift3`. The theorem `corner3_has_sqrt` contains the three-level counterexample above.

The statements concern exact, finite matrices. They do not classify exceptional points at which several independent eigenvectors survive, and they say nothing about operators on infinite-dimensional spaces or about rounding errors. For simulation practice this means that, for a finite non-Hermitian model placed exactly at a maximal exceptional point with $E=0$, a square-root iteration has no root to converge to. The Hermitian overlap matrices used to orthogonalise a basis are not affected, since a Hermitian matrix with $n\ge 2$ never has a maximal exceptional point.

## The contradiction, lemma by lemma

The lemma `pow_dim_eq_zero` is the dimension bound $Y^n=0$ for nilpotent $Y$. Mathlib supplies the fact that the characteristic polynomial of a nilpotent matrix differs from $X^n$ by a nilpotent polynomial. Over a field the only nilpotent polynomial is zero, which is what `.eq_zero` uses, so the characteristic polynomial is exactly $X^n$. The Cayley–Hamilton theorem enters as `Matrix.aeval_self_charpoly`, and rewriting with the known polynomial turns it into $Y^n=0$.

The lemma `pow_eq_zero_of_root` transfers this bound to $N$. From $N^r=0$ and $Y^k=N$ it obtains $Y^{kr}=0$, so $Y$ is nilpotent. It then writes $N^m$ as $Y^{km}$, which vanishes once $km\ge n$.

In `no_root` this is applied with $m=n-1$. The tactic `omega` proves $n\le 2(n-1)$ from $n\ge 2$, and the assumption $k\ge 2$ extends the bound to $n\le k(n-1)$. The resulting $N^{n-1}=0$ contradicts `h1`. The theorem `no_square_root` is the case $k=2$.

## The truncated series and the equivalence

The lemma `sqrt_series` is the order-by-order construction, carried out by induction on $m$. The base case supplies $p=e$ and $q=-1$. In the induction step, `hc` fixes the constant $c$ by $2ce=q(0)$. The statement `hd` says that $X$ divides the bracket of the derivation, and it is proved by checking that the constant term is zero. The quotient is $r$. The final `linear_combination` adds the old identity to $X^{m+1}$ times the factorisation of the bracket, which is the expansion of $(p-cX^{m+1})^2$ done above.

The theorem `exists_sqrt_shifted` takes this polynomial identity at order $m=n$ and applies `aeval N`, the map that inserts the matrix $N$ for $X$. It respects sums and products, so the identity between polynomials becomes one between matrices. The remainder carries the factor $N^{n+1}$ and disappears.

In `sqrt_iff_energy_ne_zero`, the forward direction assumes a root and $E=0$. The shift then drops out of `IsMaximalEP`, and `no_square_root` gives the contradiction. For the reverse direction, algebraic closedness of $\mathbb C$ provides $e$ with $e^2=E$, and $e\neq 0$ because $E\neq 0$. The series construction is applied to $N=H-E\,\mathbb 1$, and the last line simplifies $E\,\mathbb 1+(H-E\,\mathbb 1)$ to $H$.

The three-level matrix products are verified entry by entry: `fin_cases` runs through the nine index pairs and `simp` evaluates each sum. The proof of `isMaximalEP_witness` cancels the energy shift and reuses the product from `corner3_has_sqrt`: the square of `shift3` is the non-zero corner matrix, and one further multiplication by `shift3` gives zero.
